# With a third level decoupled, the lower energy of a coupled pair is the ground energy if the third level is not below it

The theorem `pair_isGroundState` concerns a real three-level Hamiltonian in which the level `E₀` is decoupled and the levels `E₁` and `E₂` are coupled with strength `c ≠ 0`. Write `e` for the lower energy of the coupled pair; if `e ≤ E₀`, the theorem says that the unnormalised vector `![0, c, e - E₁]` is a ground state with energy `e`. This means that the vector is nonzero, that it is an eigenvector with eigenvalue `e`, and that `x ⬝ᵥ H *ᵥ x`, divided by `x ⬝ᵥ x`, is at least `e` for every nonzero real trial vector `x`. The proof takes from `pairEnergy_spec` the secular equation `(E₁ - e) * (E₂ - e) = c ^ 2` and the fact that `e` lies below `E₁` and `E₂`. It then checks the eigenvector equation component by component, and gets the energy bound from `two_level_nonneg` and `e ≤ E₀`.

In Lean, a first try:

```lean
import Mathlib

open Matrix

namespace DecoupledGroundVector

noncomputable section

/-- Three levels with energies `E₀, E₁, E₂`, where only the second and third are coupled,
with strength `c`. -/
def hamiltonian (E₀ E₁ E₂ c : ℝ) : Matrix (Fin 3) (Fin 3) ℝ :=
  !![E₀, 0, 0; 0, E₁, c; 0, c, E₂]

/-- `v` is a nonzero eigenvector of `H` with energy `e`, and no trial vector has a lower
energy expectation value than `e`. -/
def IsGroundState {n : ℕ} (H : Matrix (Fin n) (Fin n) ℝ) (e : ℝ) (v : Fin n → ℝ) : Prop :=
  v ≠ 0 ∧ H *ᵥ v = e • v ∧ ∀ x : Fin n → ℝ, e * (x ⬝ᵥ x) ≤ x ⬝ᵥ H *ᵥ x

/-- The lower energy of two levels `E₁, E₂` coupled with strength `c`. -/
def pairEnergy (E₁ E₂ c : ℝ) : ℝ :=
  (E₁ + E₂) / 2 - Real.sqrt (((E₁ - E₂) / 2) ^ 2 + c ^ 2)

/-- The energy form `x ⬝ᵥ H *ᵥ x` of a trial vector, not divided by `x ⬝ᵥ x`, written in the
components of `x`. -/
theorem energy_form (E₀ E₁ E₂ c : ℝ) (x : Fin 3 → ℝ) :
    x ⬝ᵥ hamiltonian E₀ E₁ E₂ c *ᵥ x =
      E₀ * x 0 ^ 2 + (E₁ * x 1 ^ 2 + 2 * c * x 1 * x 2 + E₂ * x 2 ^ 2) := by
  simp [hamiltonian, Matrix.mulVec, dotProduct, Fin.sum_univ_three]
  ring

/-- A two-level energy form with nonnegative diagonal and nonnegative determinant is
nonnegative. -/
theorem two_level_nonneg {p q c : ℝ} (hp : 0 ≤ p) (hq : 0 ≤ q) (h : c ^ 2 ≤ p * q)
    (y z : ℝ) : 0 ≤ p * y ^ 2 + 2 * c * y * z + q * z ^ 2 := by
  rcases hp.eq_or_lt with h0 | hpos
  · have hc : c = 0 := by
      rw [← h0, zero_mul] at h
      exact pow_eq_zero_iff (two_ne_zero) |>.mp (le_antisymm h (sq_nonneg c))
    rw [← h0, hc]
    have := mul_nonneg hq (sq_nonneg z)
    linarith
  · -- complete the square after multiplying by `p`
    have key : p * (p * y ^ 2 + 2 * c * y * z + q * z ^ 2) =
        (p * y + c * z) ^ 2 + (p * q - c ^ 2) * z ^ 2 := by ring
    have h1 := mul_nonneg (sub_nonneg.mpr h) (sq_nonneg z)
    have h2 := sq_nonneg (p * y + c * z)
    refine le_of_mul_le_mul_left ?_ hpos
    rw [mul_zero, key]
    linarith

/-- The lower pair energy solves the secular equation, and for nonzero coupling it lies
below both uncoupled levels. -/
theorem pairEnergy_spec (E₁ E₂ : ℝ) {c : ℝ} (hc : c ≠ 0) :
    (E₁ - pairEnergy E₁ E₂ c) * (E₂ - pairEnergy E₁ E₂ c) = c ^ 2 ∧
      pairEnergy E₁ E₂ c < E₁ ∧ pairEnergy E₁ E₂ c < E₂ := by
  have hs := Real.sq_sqrt (show 0 ≤ ((E₁ - E₂) / 2) ^ 2 + c ^ 2 by positivity)
  have hn := Real.sqrt_nonneg (((E₁ - E₂) / 2) ^ 2 + c ^ 2)
  have hc2 : 0 < c ^ 2 := by positivity
  unfold pairEnergy
  generalize Real.sqrt (((E₁ - E₂) / 2) ^ 2 + c ^ 2) = s at hs hn ⊢
  refine ⟨by linear_combination hs, ?_, ?_⟩
  · by_contra hcon
    have h1 : 0 ≤ -((E₁ - E₂) / 2 + s) := by linarith
    have h2 : 0 ≤ s - (E₁ - E₂) / 2 := by linarith
    nlinarith [mul_nonneg h1 h2]
  · by_contra hcon
    have h1 : 0 ≤ (E₁ - E₂) / 2 - s := by linarith
    have h2 : 0 ≤ s + (E₁ - E₂) / 2 := by linarith
    nlinarith [mul_nonneg h1 h2]

/-- If `c ≠ 0` and the lower pair energy does not exceed `E₀`, it is the ground energy of the full
Hamiltonian, with an explicit ground vector in the span of the coupled pair. -/
theorem pair_isGroundState {E₀ E₁ E₂ c : ℝ} (hc : c ≠ 0) (h : pairEnergy E₁ E₂ c ≤ E₀) :
    IsGroundState (hamiltonian E₀ E₁ E₂ c) (pairEnergy E₁ E₂ c)
      ![0, c, pairEnergy E₁ E₂ c - E₁] := by
  obtain ⟨hpq, h1, h2⟩ := pairEnergy_spec E₁ E₂ hc
  generalize pairEnergy E₁ E₂ c = e at *
  refine ⟨fun h0 => hc (by simpa using congrFun h0 1), ?_, fun x => ?_⟩
  · ext i
    fin_cases i <;>
      simp [hamiltonian, Matrix.mulVec, dotProduct, Fin.sum_univ_three] <;>
      first | ring | linear_combination -hpq
  · have hx : x ⬝ᵥ x = x 0 ^ 2 + x 1 ^ 2 + x 2 ^ 2 := by
      simp only [dotProduct, Fin.sum_univ_three]; ring
    rw [energy_form, hx]
    have := two_level_nonneg (sub_nonneg.mpr h1.le) (sub_nonneg.mpr h2.le) hpq.ge (x 1) (x 2)
    have := mul_nonneg (sub_nonneg.mpr h) (sq_nonneg (x 0))
    linarith

end

end DecoupledGroundVector
```

Lean reports:

```
Try this:
  [apply] ring_nf
  
  The `ring` tactic failed to close the goal. Use `ring_nf` to obtain a normal form.
    
  Note that `ring` works primarily in *commutative* rings. If you have a noncommutative ring, abelian group or module, consider using `noncomm_ring`, `abel` or `module` instead.
Main.lean:79:2: error: unsolved goals
case refine_1.«2»
E₀ E₁ E₂ c : ℝ
hc : c ≠ 0
e : ℝ
h : e ≤ E₀
hpq : (E₁ - e) * (E₂ - e) = c ^ 2
h1 : e < E₁
h2 : e < E₂
⊢ c ^ 2 + E₂ * e - E₂ * E₁ = -(e * E₁) + e ^ 2
```

Cause. The error is in the last component of the eigenvector equation. The goal left there is the secular equation `hpq` rearranged, so it does not hold by algebra alone, and `ring`, which does not use hypotheses, cannot prove it. The line `first | ring | linear_combination -hpq` was meant to try `ring` and then turn to `hpq`.

But `first` moves on only when an alternative fails, and `ring` did not fail here. When `ring` cannot close a goal, it falls back on `ring_nf`, which rewrites the goal into a normal form and counts as a success if it changes something. That fallback is what the "Try this" message reports. So `first` stopped at `ring`, `linear_combination -hpq` never ran, and the rewritten goal was left unsolved.

The diff replaces `ring` with `ring1`, which either closes the goal or fails. In the last component it fails, and `first` goes on to `linear_combination -hpq`, which closes the goal.

Lean accepts the file once it reads:

```diff
@@ -80,5 +80,5 @@
     fin_cases i <;>
       simp [hamiltonian, Matrix.mulVec, dotProduct, Fin.sum_univ_three] <;>
-      first | ring | linear_combination -hpq
+      first | ring1 | linear_combination -hpq
   · have hx : x ⬝ᵥ x = x 0 ^ 2 + x 1 ^ 2 + x 2 ^ 2 := by
       simp only [dotProduct, Fin.sum_univ_three]; ring
```
